# With exact fragment factors, the initial inverse-factor error of a positive definite overlap matrix has all eigenvalues inside the unit disc

An inverse factor of an overlap matrix S can be computed by splitting the basis into two fragments, finding an inverse factor for each diagonal block, and refining the block diagonal matrix built from the two. The refinement needs a starting error small enough to shrink.

Let A and B be the overlap matrices within the fragments and C the overlap between them. A star denotes the conjugate transpose. Write

S = [ A  C ; C*  B ],  Z = [ X  0 ; 0  Y ],  E = I − Z*SZ,

where the fragment factors satisfy X*AX = I and Y*BY = I. If S is positive definite, every eigenvalue μ of E satisfies

|μ| < 1.

Conversely, for exact fragment factors, if every eigenvalue of E satisfies this bound, then S is positive definite.

## The starting condition for iterative refinement

A simple refinement step replaces Z by Z(I + E/2). Since E is Hermitian and commutes with itself, the new error is

E′ = (3E² + E³)/4.

An eigenvalue e of E with |e| < 1 therefore becomes one of modulus at most e², and repeated steps drive the error to zero. In exact arithmetic, the block diagonal start needs no rescaling, however strongly the two fragments overlap, provided that S is positive definite. In electronic-structure codes with nonorthogonal basis functions, this supports divide-and-refine construction of inverse factors for a finite basis split in two at each level.

## Positivity on one side, a sign change on the other

Put K = X*CY. Multiplying out the blocks gives

Z*SZ = [ I  K ; K*  I ],  E = [ 0  −K ; −K*  0 ].

**Upper bound.** The matrix W = diag(X*A, Y*B) satisfies WZ = I, so v ≠ 0 implies Zv ≠ 0. If Ev = μv, then Z*SZv = (1 − μ)v, and hence

0 < (Zv)*S(Zv) = v*(Z*SZ)v = (1 − μ) v*v.

Since v*v > 0, the number 1 − μ is real and positive. Thus μ is real and μ < 1.

**Lower bound.** Write v = (a, b). The eigenvalue equation says −Kb = μa and −K*a = μb. Reversing the sign of b gives

E(a, −b) = (Kb, −K*a) = (−μa, μb) = −μ(a, −b).

The vector (a, −b) is nonzero, so −μ is also an eigenvalue. The upper bound applied to it gives −μ < 1, and therefore |μ| < 1.

**Converse.** The block form shows that E is Hermitian, and so is M = Z*SZ = I − E. If λ is an eigenvalue of M, then 1 − λ is one of E. From |1 − λ| < 1 follows λ > 0, so M is positive definite. Because Z is square, WZ = I also gives ZW = I. Thus S = W*MW is Hermitian, and for x ≠ 0 we have Wx ≠ 0 and

x*Sx = (Wx)*M(Wx) > 0.

**A neighbouring bound.** The same argument limits the singular values of the transformed coupling K. If Kw = σu and K*u = σw with u, w nonzero and σ ≥ 0, then E(u, −w) = σ(u, −w), so σ < 1.

## The Lean file

```lean
import Mathlib

open Matrix
open scoped ComplexOrder

namespace BlockInverseFactor

noncomputable section

variable {k m n : Type*} [Fintype k] [DecidableEq k] [Fintype m] [DecidableEq m]
  [Fintype n] [DecidableEq n]

/-- The overlap matrix of two fragments with internal overlaps `A`, `B` and mutual overlap `C`. -/
def overlap (A : Matrix m m ℂ) (B : Matrix n n ℂ) (C : Matrix m n ℂ) :
    Matrix (m ⊕ n) (m ⊕ n) ℂ := fromBlocks A C Cᴴ B

/-- The block diagonal factor assembled from the fragment factors `X` and `Y`. -/
def blockFactor (X : Matrix m m ℂ) (Y : Matrix n n ℂ) :
    Matrix (m ⊕ n) (m ⊕ n) ℂ := fromBlocks X 0 0 Y

/-- The factorization error `I - Z* S Z` of an approximate inverse factor `Z` of `S`. -/
def factorError (S Z : Matrix k k ℂ) : Matrix k k ℂ := 1 - Zᴴ * S * Z

/-- Reverse the sign of the amplitudes on the second fragment. -/
def flipSecond (v : m ⊕ n → ℂ) : m ⊕ n → ℂ :=
  Sum.elim (v ∘ Sum.inl) (-(v ∘ Sum.inr))

/-- With exact fragment factors, the error consists only of the transformed
coupling between the fragments. -/
theorem factorError_eq {A X : Matrix m m ℂ} {B Y : Matrix n n ℂ} (C : Matrix m n ℂ)
    (hX : Xᴴ * A * X = 1) (hY : Yᴴ * B * Y = 1) :
    factorError (overlap A B C) (blockFactor X Y) =
      fromBlocks 0 (-(Xᴴ * C * Y)) (-(Xᴴ * C * Y)ᴴ) 0 := by
  have hX' : Xᴴ * (A * X) = 1 := by rw [← Matrix.mul_assoc]; exact hX
  have hY' : Yᴴ * (B * Y) = 1 := by rw [← Matrix.mul_assoc]; exact hY
  have h : (blockFactor X Y)ᴴ * overlap A B C * blockFactor X Y =
      fromBlocks 1 (Xᴴ * C * Y) (Xᴴ * C * Y)ᴴ 1 := by
    simp [overlap, blockFactor, fromBlocks_conjTranspose, fromBlocks_multiply,
      conjTranspose_mul, Matrix.mul_assoc, hX', hY']
  rw [factorError, h, ← fromBlocks_one, sub_eq_add_neg, fromBlocks_neg, fromBlocks_add]
  simp

omit [DecidableEq m] [DecidableEq n] in
/-- For a matrix that only couples two fragments, reversing the sign on the second fragment turns a
solution of the eigenvalue equation for `μ` into one for `-μ`. -/
theorem flipSecond_eigen {K : Matrix m n ℂ} {L : Matrix n m ℂ} {μ : ℂ} {v : m ⊕ n → ℂ}
    (h : fromBlocks 0 K L 0 *ᵥ v = μ • v) :
    fromBlocks 0 K L 0 *ᵥ flipSecond v = (-μ) • flipSecond v := by
  have h1 : ∀ i, (K *ᵥ (v ∘ Sum.inr)) i = μ * v (Sum.inl i) := fun i => by
    simpa [fromBlocks_mulVec] using congrFun h (Sum.inl i)
  have h2 : ∀ j, (L *ᵥ (v ∘ Sum.inl)) j = μ * v (Sum.inr j) := fun j => by
    simpa [fromBlocks_mulVec] using congrFun h (Sum.inr j)
  ext (i | j)
  · simp [flipSecond, fromBlocks_mulVec, mulVec_neg, h1 i]
  · simp [flipSecond, fromBlocks_mulVec, h2 j]

omit [DecidableEq k] in
/-- The quadratic form of `Z* S Z` at `v` is that of `S` at `Z v`. -/
theorem congruence_form (S Z : Matrix k k ℂ) (v : k → ℂ) :
    star v ⬝ᵥ ((Zᴴ * S * Z) *ᵥ v) = star (Z *ᵥ v) ⬝ᵥ (S *ᵥ (Z *ᵥ v)) := by
  rw [star_mulVec, ← dotProduct_mulVec]
  simp only [mulVec_mulVec, Matrix.mul_assoc]

/-- For positive definite `S` and invertible `Z`, each eigenvalue of the factorization
error is real and less than one. -/
theorem error_eigenvalue_lt_one {S Z W : Matrix k k ℂ} (hS : S.PosDef) (hW : W * Z = 1)
    {μ : ℂ} {v : k → ℂ} (hv : v ≠ 0) (h : factorError S Z *ᵥ v = μ • v) :
    μ.re < 1 ∧ μ.im = 0 := by
  have hZv : Z *ᵥ v ≠ 0 := by
    intro h0
    apply hv
    calc v = (W * Z) *ᵥ v := by rw [hW, one_mulVec]
      _ = 0 := by rw [← mulVec_mulVec, h0, mulVec_zero]
  have hM : (Zᴴ * S * Z) *ᵥ v = (1 - μ) • v := by
    rw [factorError, sub_mulVec, one_mulVec] at h
    rw [sub_smul, one_smul, ← h, sub_sub_cancel]
  -- compare the quadratic form with the squared norm of the eigenvector
  have hp := hS.dotProduct_mulVec_pos hZv
  rw [← congruence_form, hM, dotProduct_smul, smul_eq_mul] at hp
  have hd : 0 < star v ⬝ᵥ v :=
    lt_of_le_of_ne (dotProduct_star_self_nonneg v)
      (fun h0 => hv (dotProduct_star_self_eq_zero.mp h0.symm))
  rw [Complex.lt_def] at hp hd
  obtain ⟨hr, hi⟩ := hp
  obtain ⟨hd1, hd2⟩ := hd
  have hd3 : (star v ⬝ᵥ v).im = 0 := hd2.symm
  rw [Complex.zero_re] at hd1
  simp only [Complex.mul_re, Complex.sub_re, Complex.one_re, Complex.zero_re, hd3,
    mul_zero, sub_zero] at hr
  simp only [Complex.mul_im, Complex.sub_im, Complex.one_im, Complex.zero_im, hd3,
    mul_zero, zero_add, zero_sub] at hi
  constructor
  · have := pos_of_mul_pos_left hr hd1.le
    linarith
  · rcases mul_eq_zero.mp hi.symm with h0 | h0
    · linarith
    · exact absurd h0 hd1.ne'

/-- For exact fragment factors, the block diagonal matrix built from `Xᴴ * A` and `Yᴴ * B` is a left
inverse of the block diagonal factor. -/
theorem blockFactor_leftInverse {A X : Matrix m m ℂ} {B Y : Matrix n n ℂ}
    (hX : Xᴴ * A * X = 1) (hY : Yᴴ * B * Y = 1) :
    blockFactor (Xᴴ * A) (Yᴴ * B) * blockFactor X Y = 1 := by
  simp [blockFactor, fromBlocks_multiply, hX, hY]

/-- If the overlap matrix is positive definite and the fragment factors are exact, every
eigenvalue of the initial factorization error has absolute value below one. -/
theorem initial_error_eigenvalue_norm_lt_one {A X : Matrix m m ℂ} {B Y : Matrix n n ℂ}
    {C : Matrix m n ℂ} (hS : (overlap A B C).PosDef)
    (hX : Xᴴ * A * X = 1) (hY : Yᴴ * B * Y = 1) {μ : ℂ} {v : m ⊕ n → ℂ} (hv : v ≠ 0)
    (h : factorError (overlap A B C) (blockFactor X Y) *ᵥ v = μ • v) : ‖μ‖ < 1 := by
  have hW := blockFactor_leftInverse hX hY
  obtain ⟨h1, him⟩ := error_eigenvalue_lt_one hS hW hv h
  -- the sign-reversed vector gives the bound from below
  have hf : flipSecond v ≠ 0 := by
    intro h0
    apply hv
    ext (i | j)
    · simpa [flipSecond] using congrFun h0 (Sum.inl i)
    · simpa [flipSecond] using congrFun h0 (Sum.inr j)
  have h' : factorError (overlap A B C) (blockFactor X Y) *ᵥ flipSecond v =
      (-μ) • flipSecond v := by
    rw [factorError_eq C hX hY] at h ⊢
    exact flipSecond_eigen h
  have h2 := (error_eigenvalue_lt_one hS hW hf h').1
  rw [Complex.neg_re] at h2
  have hμ : μ = (μ.re : ℂ) := Complex.ext rfl (by simp [him])
  rw [hμ, Complex.norm_real, Real.norm_eq_abs, abs_lt]
  constructor <;> linarith

/-- Conversely, if the fragment factors are exact and every eigenvalue of the initial error
has absolute value below one, then the overlap matrix is positive definite. -/
theorem overlap_posDef_of_error {A X : Matrix m m ℂ} {B Y : Matrix n n ℂ}
    {C : Matrix m n ℂ} (hX : Xᴴ * A * X = 1) (hY : Yᴴ * B * Y = 1)
    (hE : ∀ (μ : ℂ) (v : m ⊕ n → ℂ), v ≠ 0 →
      factorError (overlap A B C) (blockFactor X Y) *ᵥ v = μ • v → ‖μ‖ < 1) :
    (overlap A B C).PosDef := by
  have hZW := mul_eq_one_comm.mp (blockFactor_leftInverse hX hY)
  have hEH : (factorError (overlap A B C) (blockFactor X Y)).IsHermitian := by
    rw [factorError_eq C hX hY, Matrix.IsHermitian, fromBlocks_conjTranspose]
    simp only [conjTranspose_neg, conjTranspose_conjTranspose, conjTranspose_zero]
  generalize overlap A B C = S at *
  generalize blockFactor X Y = Z at *
  generalize blockFactor (Xᴴ * A) (Yᴴ * B) = W at *
  have hM : (Zᴴ * S * Z).IsHermitian := by
    have h := (isHermitian_one (n := m ⊕ n) (α := ℂ)).sub hEH
    rwa [factorError, sub_sub_cancel] at h
  -- the eigenvalues of `Z* S Z` are one minus those of the error
  have hP : (Zᴴ * S * Z).PosDef := by
    rw [hM.posDef_iff_eigenvalues_pos]
    intro i
    have hne : (hM.eigenvectorBasis i).ofLp ≠ 0 := by
      intro h0
      apply hM.eigenvectorBasis.orthonormal.ne_zero i
      ext j
      exact congrFun h0 j
    have h := hE ((1 - hM.eigenvalues i : ℝ) : ℂ) _ hne (by
      rw [factorError, sub_mulVec, one_mulVec, hM.mulVec_eigenvectorBasis i]
      ext j
      simp only [Pi.sub_apply, Pi.smul_apply, Complex.real_smul, smul_eq_mul,
        Complex.ofReal_sub, Complex.ofReal_one]
      ring)
    rw [Complex.norm_real, Real.norm_eq_abs, abs_lt] at h
    linarith [h.2]
  -- undo the congruence
  have hS : Wᴴ * (Zᴴ * S * Z) * W = S := by
    calc Wᴴ * (Zᴴ * S * Z) * W = (Z * W)ᴴ * S * (Z * W) := by
          simp only [conjTranspose_mul, Matrix.mul_assoc]
      _ = S := by simp [hZW]
  rw [posDef_iff_dotProduct_mulVec]
  refine ⟨hS ▸ isHermitian_conjTranspose_mul_mul W hM, ?_⟩
  intro x hx
  have hZx : Z *ᵥ (W *ᵥ x) = x := by rw [mulVec_mulVec, hZW, one_mulVec]
  have hWx : W *ᵥ x ≠ 0 := by
    intro h0
    rw [h0, mulVec_zero] at hZx
    exact hx hZx.symm
  have h := hP.dotProduct_mulVec_pos hWx
  rwa [congruence_form, hZx] at h

/-- Two normalized orbitals with real overlap `s`, `|s| < 1`, have a positive definite overlap
matrix and exact unit fragment factors, and `s` is an eigenvalue of their initial error. -/
theorem two_orbital_witness (s : ℝ) (hs : |s| < 1) :
    let S := overlap (1 : Matrix Unit Unit ℂ) (1 : Matrix Unit Unit ℂ) ((s : ℂ) • 1)
    let v : Unit ⊕ Unit → ℂ := Sum.elim (fun _ => 1) (fun _ => -1)
    S.PosDef ∧ (1 : Matrix Unit Unit ℂ)ᴴ * 1 * 1 = 1 ∧ v ≠ 0 ∧
      factorError S (blockFactor 1 1) *ᵥ v = (s : ℂ) • v := by
  intro S v
  have h1 : (1 : Matrix Unit Unit ℂ)ᴴ * 1 * 1 = 1 := by simp
  have hE : factorError S (blockFactor 1 1) =
      fromBlocks 0 (-((s : ℂ) • 1)) (-((s : ℂ) • 1)) 0 := by
    rw [factorError_eq _ h1 h1]
    simp [conjTranspose_smul]
  refine ⟨overlap_posDef_of_error h1 h1 ?_, h1, ?_, ?_⟩
  · intro μ w hw h
    change factorError S (blockFactor 1 1) *ᵥ w = μ • w at h
    rw [hE] at h
    have ha : -((s : ℂ) * w (Sum.inr ())) = μ * w (Sum.inl ()) := by
      simpa [fromBlocks_mulVec, neg_mulVec, smul_mulVec] using congrFun h (Sum.inl ())
    have hb : -((s : ℂ) * w (Sum.inl ())) = μ * w (Sum.inr ()) := by
      simpa [fromBlocks_mulVec, neg_mulVec, smul_mulVec] using congrFun h (Sum.inr ())
    -- adding the moduli of both components shows that `|μ| = |s|`
    have na := congrArg norm ha
    have nb := congrArg norm hb
    rw [norm_neg, norm_mul, norm_mul, Complex.norm_real, Real.norm_eq_abs] at na nb
    have hpos : 0 < ‖w (Sum.inl ())‖ + ‖w (Sum.inr ())‖ := by
      by_contra hcon
      have p := norm_nonneg (w (Sum.inl ()))
      have q := norm_nonneg (w (Sum.inr ()))
      apply hw
      ext (i | i)
      · exact norm_eq_zero.mp (by linarith : ‖w (Sum.inl ())‖ = 0)
      · exact norm_eq_zero.mp (by linarith : ‖w (Sum.inr ())‖ = 0)
    have hμ : ‖μ‖ = |s| := mul_right_cancel₀ hpos.ne' (by linarith)
    rwa [hμ]
  · intro h0
    have := congrFun h0 (Sum.inl ())
    simp [v] at this
  · rw [hE]
    ext (i | i) <;> simp [v, fromBlocks_mulVec, neg_mulVec, smul_mulVec]

end

end BlockInverseFactor
```

```lean
#print axioms BlockInverseFactor.initial_error_eigenvalue_norm_lt_one
```

```
'BlockInverseFactor.initial_error_eigenvalue_norm_lt_one' depends on axioms: [propext, Classical.choice, Quot.sound]
```

## How the code expresses the bound

The index types `m` and `n` label the basis functions of the fragments, and `m ⊕ n` labels the whole basis. The definitions `overlap`, `blockFactor` and `factorError` are S, Z and E. `PosDef` includes Hermiticity, and `ᴴ` is the conjugate transpose. An eigenvalue is specified by a nonzero vector `v` and the equation `factorError … *ᵥ v = μ • v`; `v` need not be normalised.

The main theorem, `initial_error_eigenvalue_norm_lt_one`, takes positivity of the full overlap matrix and the two exact factor equations as hypotheses. Physically, positivity means that the basis functions are linearly independent and that every nonzero combination has positive squared norm. The factor equations say that X and Y orthonormalise their fragments. They do not require triangular factors, so Cholesky-type and symmetric choices are both covered.

`factorError_eq` performs the block multiplication, and `flipSecond_eigen` checks the sign change component by component. `congruence_form` moves Z from the matrix to the vectors, while `blockFactor_leftInverse` supplies W. `error_eigenvalue_lt_one` takes any left inverse of Z as a hypothesis and uses `congruence_form`: it separates the positive quadratic form into real and imaginary parts to obtain `μ.re < 1` and `μ.im = 0`. The main theorem applies it to `v` and to `flipSecond v`, then joins the two inequalities with `abs_lt`.

`overlap_posDef_of_error` proves the converse using an orthonormal eigenvector basis of Z*SZ, then undoes the congruence with W.

`two_orbital_witness` treats two normalised orbitals with real overlap s, |s| < 1. The code uses the unnormalised eigenvector (1, −1) and finds the error eigenvalue s. It gets positivity of S from the converse, after comparing the moduli of the two components to show |μ| = |s|. Since s may be taken arbitrarily close to one, no smaller universal constant can replace one in the bound.

## Limits for a working code

The bound gives no uniform margin: if a normalised function in the span of one fragment lies almost in the span of the other, an eigenvalue is close to one, and the first refinement steps then reduce the error only slowly. It also assumes exact fragment factors. Rounding, truncation of small elements or unfinished refinement at a lower level can leave nonzero diagonal blocks in E, and the sign-change argument then no longer applies as it stands. The checked theorems concern the initial error; the refinement formula above is separate algebra.
